# Löwdin orthogonalisation preserves the symmetry of linearly independent Wannier projections

When Wannier functions are built on a symmetry-reduced mesh, the orthonormalised projections can be computed at one wave vector $k$ and rotated to a symmetry-related $k'$. The result agrees with orthonormalising directly at $k'$ if orthonormalisation respects the symmetry that the raw projections had.

Let $A_{bj}=\langle\psi_{bk}|g_j\rangle$ be the projection of trial orbital $g_j$ on Bloch state $\psi_{bk}$, and let $A'$ be the same matrix at $k'$. A space-group operation acts on the bands by a unitary $D$ and on the orbitals by a unitary $d$, with
$$DA=A'd.$$
This relation is assumed here. Obtaining it for a real crystal means constructing $D$ and $d$ from the Bloch states and orbitals, with a set of orbitals that is closed under the operation up to lattice translations, and a band selection that the operation maps from $k$ onto $k'$; a cut through a degenerate multiplet can spoil the unitarity of $D$.

The finite index types `n` and `m` label bands and orbitals.

```lean
import Mathlib

open Matrix
open scoped ComplexOrder

namespace SymmetricWannierProjection

noncomputable section

variable {n m : Type*} [Fintype n] [Fintype m] [DecidableEq m]
```

## The orthonormal frame

The letter $S$, often used for the overlap matrix, here denotes its positive semidefinite square root: $S^2=A^\dagger A$. The theorems take such an $S$ as given. In Lean, `Aᴴ` is the adjoint.

```lean
/-- `S` is a positive semidefinite square root of the overlap matrix `Aᴴ A` of the
projected orbitals, the columns of `A`. -/
structure IsOverlapRoot (A : Matrix n m ℂ) (S : Matrix m m ℂ) : Prop where
  posSemidef : S.PosSemidef
  sq : S * S = Aᴴ * A
```

The Löwdin frame is $W=AS^{-1}=A(A^\dagger A)^{-1/2}$.

```lean
/-- The Löwdin-orthogonalised projections `W = A S⁻¹`, for invertible `S`. -/
def wannier (A : Matrix n m ℂ) (S : Matrix m m ℂ) : Matrix n m ℂ := A * S⁻¹
```

The inverse exists when the projected orbitals are linearly independent, which is the hypothesis `Function.Injective A.mulVec`. If $Sv=0$, then $A^\dagger Av=S^2v=0$, so $\|Av\|^2=v^\dagger A^\dagger Av=0$ and hence $v=0$. Lean applies this to the difference of two vectors with the same image.

```lean
/-- If the projected orbitals are linearly independent, the square root of their overlap
matrix is invertible. -/
theorem isUnit_det_root {A : Matrix n m ℂ} {S : Matrix m m ℂ}
    (hA : Function.Injective A.mulVec) (hS : IsOverlapRoot A S) : IsUnit S.det := by
  rw [← Matrix.isUnit_iff_isUnit_det, ← Matrix.mulVec_injective_iff_isUnit]
  intro v w h
  have h0 : S *ᵥ (v - w) = 0 := by
    rw [Matrix.mulVec_sub]
    exact sub_eq_zero.2 h
  have h1 : (Aᴴ * A) *ᵥ (v - w) = 0 := by
    rw [← hS.sq, ← Matrix.mulVec_mulVec, h0, Matrix.mulVec_zero]
  have h2 := (Matrix.conjTranspose_mul_self_mulVec_eq_zero A _).1 h1
  rw [Matrix.mulVec_sub] at h2
  exact hA (sub_eq_zero.1 h2)
```

Since $S$ is Hermitian,
$$W^\dagger W=S^{-1}A^\dagger A\,S^{-1}=S^{-1}S^2S^{-1}=1.$$

```lean
/-- For linearly independent projected orbitals, the Löwdin-orthogonalised projections are
orthonormal. -/
theorem wannier_orthonormal {A : Matrix n m ℂ} {S : Matrix m m ℂ}
    (hA : Function.Injective A.mulVec) (hS : IsOverlapRoot A S) :
    (wannier A S)ᴴ * wannier A S = 1 := by
  have hu := isUnit_det_root hA hS
  calc (wannier A S)ᴴ * wannier A S = S⁻¹ * (Aᴴ * A) * S⁻¹ := by
        unfold wannier
        rw [Matrix.conjTranspose_mul, Matrix.conjTranspose_nonsing_inv,
          hS.posSemidef.isHermitian.eq]
        simp only [Matrix.mul_assoc]
    _ = (S⁻¹ * S) * (S * S⁻¹) := by
        rw [← hS.sq]
        simp only [Matrix.mul_assoc]
    _ = 1 := by rw [Matrix.nonsing_inv_mul S hu, Matrix.mul_nonsing_inv S hu, Matrix.one_mul]
```

## From the overlaps to their square roots

The adjoint of $DA=A'd$ is $A^\dagger D^\dagger=d^\dagger A'^\dagger$. Multiplying by $d$ on the left and $D$ on the right gives $A'^\dagger D=dA^\dagger$.

```lean
variable [DecidableEq n]

/-- If unitary `D` and `d` satisfy `D A = A' d`, then `A'ᴴ D = d Aᴴ`. -/
theorem adjoint_intertwine {A A' : Matrix n m ℂ} {D : Matrix n n ℂ} {d : Matrix m m ℂ}
    (hD : D ∈ unitaryGroup n ℂ) (hd : d ∈ unitaryGroup m ℂ) (h : D * A = A' * d) :
    A'ᴴ * D = d * Aᴴ := by
  have hD1 : Dᴴ * D = 1 := Matrix.mem_unitaryGroup_iff'.1 hD
  have hd1 : d * dᴴ = 1 := Matrix.mem_unitaryGroup_iff.1 hd
  have h' : Aᴴ * Dᴴ = dᴴ * A'ᴴ := by
    rw [← Matrix.conjTranspose_mul, ← Matrix.conjTranspose_mul, h]
  calc A'ᴴ * D = (d * dᴴ) * A'ᴴ * D := by rw [hd1, Matrix.one_mul]
    _ = d * (dᴴ * A'ᴴ) * D := by simp only [Matrix.mul_assoc]
    _ = d * (Aᴴ * Dᴴ) * D := by rw [h']
    _ = d * Aᴴ * (Dᴴ * D) := by simp only [Matrix.mul_assoc]
    _ = d * Aᴴ := by rw [hD1, Matrix.mul_one]
```

It follows that $A'^\dagger A'd=A'^\dagger DA=dA^\dagger A$, or $S'^2d=dS^2$. To remove the squares, set $Y=S'd-dS$. Then
$$S'Y+YS=S'^2d-dS^2=0.$$
Multiplying by $Y^\dagger$ on the left and taking the trace gives
$$\operatorname{tr}(Y^\dagger S'Y)+\operatorname{tr}(YSY^\dagger)=0.$$
Both matrices are positive semidefinite, so both traces vanish and $YSY^\dagger=0$. For any $v$, the vector $u=Y^\dagger v$ then has $u^\dagger Su=0$, hence $Su=0$. Thus $SY^\dagger=0$, and invertibility of $S$ gives $Y=0$. The lemma states this for an arbitrary square matrix `X` in place of $d$.

```lean
/-- A matrix that intertwines the squares of two positive semidefinite matrices, one of them
invertible, intertwines the matrices themselves. -/
theorem root_intertwine {S S' X : Matrix m m ℂ} (hS : S.PosSemidef) (hS' : S'.PosSemidef)
    (hu : IsUnit S.det) (h : S' * S' * X = X * (S * S)) : S' * X = X * S := by
  obtain ⟨Y, hY⟩ : ∃ Y, Y = S' * X - X * S := ⟨_, rfl⟩
  -- the mismatch Y solves a homogeneous Sylvester equation
  have hsyl : S' * Y + Y * S = 0 := by
    rw [hY]
    linear_combination (norm := noncomm_ring) h
  have hP : (Yᴴ * S' * Y).PosSemidef := hS'.conjTranspose_mul_mul_same Y
  have hQ : (Y * S * Yᴴ).PosSemidef := hS.mul_mul_conjTranspose_same Y
  have ht : (Yᴴ * S' * Y).trace + (Y * S * Yᴴ).trace = 0 := by
    rw [Matrix.trace_mul_comm (Y * S) Yᴴ, ← Matrix.trace_add, Matrix.mul_assoc,
      ← Matrix.mul_add, hsyl, Matrix.mul_zero, Matrix.trace_zero]
  -- two nonnegative traces with sum zero both vanish
  have hQ0 : Y * S * Yᴴ = 0 :=
    hQ.trace_eq_zero_iff.1
      ((add_eq_zero_iff_of_nonneg hP.trace_nonneg hQ.trace_nonneg).1 ht).2
  have hz : ∀ v, S *ᵥ (Yᴴ *ᵥ v) = 0 := by
    intro v
    apply (hS.dotProduct_mulVec_zero_iff _).1
    rw [Matrix.star_mulVec, Matrix.conjTranspose_conjTranspose, ← Matrix.dotProduct_mulVec,
      Matrix.mulVec_mulVec, Matrix.mulVec_mulVec, hQ0, Matrix.zero_mulVec, dotProduct_zero]
  have hSY : S * Yᴴ = 0 := by
    ext i j
    have hj := congrFun (hz (Pi.single j 1)) i
    rw [Matrix.mulVec_mulVec, Matrix.mulVec_single_one] at hj
    exact hj
  have hY0 : Yᴴ = 0 := by
    rw [← Matrix.nonsing_inv_mul_cancel_left S Yᴴ hu, hSY, Matrix.mul_zero]
  rw [Matrix.conjTranspose_eq_zero] at hY0
  exact sub_eq_zero.1 (hY.symm.trans hY0)
```

With $S'd=dS$, determinants show that $S'$ is invertible too, so independence need only be assumed at $k$. Then $dS^{-1}=S'^{-1}d$, and
$$DW=DAS^{-1}=A'dS^{-1}=A'S'^{-1}d=W'd.$$

```lean
/-- Let a unitary symmetry carry the linearly independent projections `A` at one wave vector to
the projections `A'` at another, `D A = A' d` with `d` unitary. Then the Löwdin-orthogonalised
projections obey the same relation, `D W = W' d`. -/
theorem wannier_covariant {A A' : Matrix n m ℂ} {S S' d : Matrix m m ℂ} {D : Matrix n n ℂ}
    (hA : Function.Injective A.mulVec) (hS : IsOverlapRoot A S) (hS' : IsOverlapRoot A' S')
    (hD : D ∈ unitaryGroup n ℂ) (hd : d ∈ unitaryGroup m ℂ) (h : D * A = A' * d) :
    D * wannier A S = wannier A' S' * d := by
  have hu := isUnit_det_root hA hS
  -- the overlap matrices, hence their roots, are intertwined by d
  have hsq : S' * S' * d = d * (S * S) := by
    rw [hS'.sq, hS.sq, Matrix.mul_assoc, ← h, ← Matrix.mul_assoc,
      adjoint_intertwine hD hd h, Matrix.mul_assoc]
  have hr : S' * d = d * S := root_intertwine hS.posSemidef hS'.posSemidef hu hsq
  have hdu : IsUnit d.det :=
    Matrix.isUnit_det_of_right_inverse (Matrix.mem_unitaryGroup_iff.1 hd)
  have hu' : IsUnit S'.det := by
    have hprod : IsUnit (S'.det * d.det) := by
      rw [← Matrix.det_mul, hr, Matrix.det_mul]
      exact hdu.mul hu
    exact isUnit_of_mul_isUnit_left hprod
  have hinv : d * S⁻¹ = S'⁻¹ * d := by
    rw [← Matrix.nonsing_inv_mul_cancel_left S' (d * S⁻¹) hu', ← Matrix.mul_assoc S' d, hr,
      Matrix.mul_nonsing_inv_cancel_right S d hu]
  unfold wannier
  rw [← Matrix.mul_assoc, h, Matrix.mul_assoc, hinv, Matrix.mul_assoc]
```

For an operation that leaves the wave vector fixed, $A'=A$ and $S'=S$. The frame is then orthonormal and satisfies $DW=Wd$.

```lean
/-- If linearly independent projections satisfy `D A = A d` with `D` and `d` unitary, their
Löwdin orthogonalisation `W` is orthonormal and satisfies `D W = W d`. -/
theorem wannier_symmetric {A : Matrix n m ℂ} {S d : Matrix m m ℂ} {D : Matrix n n ℂ}
    (hA : Function.Injective A.mulVec) (hS : IsOverlapRoot A S)
    (hD : D ∈ unitaryGroup n ℂ) (hd : d ∈ unitaryGroup m ℂ) (h : D * A = A * d) :
    (wannier A S)ᴴ * wannier A S = 1 ∧ D * wannier A S = wannier A S * d :=
  ⟨wannier_orthonormal hA hS, wannier_covariant hA hS hS hD hd h⟩
```

## Antiunitary operations

Time reversal, alone or combined with a spatial operation, conjugates the coefficients: $D\bar A=A'd$. The overlap of $\bar A$ is $(A^\dagger A)^T$, with root $S^T=\bar S$, so $\bar W=\bar A(S^T)^{-1}$. The unitary result applied to $\bar A$ gives $D\bar W=W'd$. Entrywise conjugation is written `A.map star`.

```lean
/-- The antiunitary case: if linearly independent projections satisfy `D conj(A) = A' d` with `D`
and `d` unitary, then `D conj(W) = W' d`. -/
theorem wannier_antiunitary {A A' : Matrix n m ℂ} {S S' d : Matrix m m ℂ} {D : Matrix n n ℂ}
    (hA : Function.Injective A.mulVec) (hS : IsOverlapRoot A S) (hS' : IsOverlapRoot A' S')
    (hD : D ∈ unitaryGroup n ℂ) (hd : d ∈ unitaryGroup m ℂ) (h : D * A.map star = A' * d) :
    D * (wannier A S).map star = wannier A' S' * d := by
  have hinj : Function.Injective (A.map star).mulVec := by
    intro v w hvw
    have h2 : A *ᵥ star v = A *ᵥ star w := by
      ext i
      have hi := congrArg star (congrFun hvw i)
      simpa [Matrix.mulVec, dotProduct, map_sum] using hi
    exact star_injective (hA h2)
  -- the conjugated overlap has the conjugated (transposed) root
  have hroot : IsOverlapRoot (A.map star) Sᵀ := by
    refine ⟨hS.posSemidef.transpose, ?_⟩
    have e : (A.map star)ᴴ = Aᵀ := by
      ext i j
      simp
    rw [← Matrix.transpose_mul, hS.sq, Matrix.transpose_mul, e]
    rfl
  have hW : (wannier A S).map star = wannier (A.map star) Sᵀ := by
    change (A * S⁻¹)ᴴᵀ = Aᴴᵀ * Sᵀ⁻¹
    rw [Matrix.conjTranspose_mul, Matrix.transpose_mul, Matrix.conjTranspose_nonsing_inv,
      hS.posSemidef.isHermitian.eq, Matrix.transpose_nonsing_inv]
  rw [hW]
  exact wannier_covariant hinj hroot hS' hD hd h
```

## The Hamiltonian in the Wannier basis

Let the Bloch Hamiltonians at the two wave vectors satisfy $H'D=DH$. The adjoint step applied to $W$ gives $W'^\dagger D=dW^\dagger$, so
$$W'^\dagger H'W'd=W'^\dagger H'DW=W'^\dagger DHW=d\,W^\dagger HW.$$
When the Löwdin projections are used directly, without further disentanglement or localisation, these are the single-particle matrices from which Wannier interpolation starts; the relation holds between the two given wave vectors, for a unitary operation.

```lean
/-- Let linearly independent projections `A` satisfy `D A = A' d` with `D` and `d` unitary, and let
the Bloch Hamiltonians satisfy `H' D = D H`. Then the Hamiltonians in the Wannier basis satisfy
`(W'ᴴ H' W') d = d (Wᴴ H W)`. -/
theorem wannier_hamiltonian_covariant {A A' : Matrix n m ℂ} {S S' d : Matrix m m ℂ}
    {D H H' : Matrix n n ℂ}
    (hA : Function.Injective A.mulVec) (hS : IsOverlapRoot A S) (hS' : IsOverlapRoot A' S')
    (hD : D ∈ unitaryGroup n ℂ) (hd : d ∈ unitaryGroup m ℂ) (h : D * A = A' * d)
    (hH : H' * D = D * H) :
    (wannier A' S')ᴴ * H' * wannier A' S' * d = d * ((wannier A S)ᴴ * H * wannier A S) := by
  have hW := wannier_covariant hA hS hS' hD hd h
  have hW' := adjoint_intertwine hD hd hW
  calc (wannier A' S')ᴴ * H' * wannier A' S' * d
      = (wannier A' S')ᴴ * H' * (D * wannier A S) := by rw [hW, Matrix.mul_assoc]
    _ = (wannier A' S')ᴴ * (H' * D) * wannier A S := by simp only [Matrix.mul_assoc]
    _ = ((wannier A' S')ᴴ * D) * H * wannier A S := by rw [hH]; simp only [Matrix.mul_assoc]
    _ = d * ((wannier A S)ᴴ * H * wannier A S) := by rw [hW']; simp only [Matrix.mul_assoc]
```

## Two orbitals exchanged by a reflection

Take three bands at a wave vector that a reflection leaves fixed, and two orbitals whose projections overlap. The first two bands are degenerate there, as they must be for the reflection to exchange them.

```lean
/-- Projections of two overlapping orbitals on three bands, scaled to integer entries. -/
def pairA : Matrix (Fin 3) (Fin 2) ℂ := !![1, 0; 0, 1; 2, 2]
```

Here $A^\dagger A=\begin{pmatrix}5&4\\4&5\end{pmatrix}$. The columns have length $\sqrt5$, a scale chosen to keep the entries whole numbers. Dividing $A$ and its root $S$ by $\sqrt5$ gives columns of unit length with overlap $4/5$, and leaves $W$ unchanged. The root is

```lean
/-- The matrix with diagonal entries 2 and off-diagonal entries 1. -/
def pairS : Matrix (Fin 2) (Fin 2) ℂ := !![2, 1; 1, 2]
```

The reflection exchanges the first two bands

```lean
/-- A reflection that exchanges the first two bands and fixes the third. -/
def bandSwap : Matrix (Fin 3) (Fin 3) ℂ := !![0, 1, 0; 1, 0, 0; 0, 0, 1]
```

and the two orbitals.

```lean
/-- The exchange of the two orbitals. -/
def orbitalSwap : Matrix (Fin 2) (Fin 2) ℂ := !![0, 1; 1, 0]
```

The first two rows of $A$ give injectivity, and $S=1+\begin{pmatrix}1\\1\end{pmatrix}\begin{pmatrix}1&1\end{pmatrix}$ is positive semidefinite. The remaining conditions are checked entry by entry. The orthonormal frame is
$$W=\frac13\begin{pmatrix}2&-1\\-1&2\\2&2\end{pmatrix},$$
and exchanging its first two rows has the same effect as exchanging its columns.

```lean
/-- The two overlapping orbitals exchanged by a reflection meet all hypotheses of
`wannier_symmetric`. -/
theorem wannier_symmetric_witness :
    Function.Injective pairA.mulVec ∧ IsOverlapRoot pairA pairS ∧
      bandSwap ∈ unitaryGroup (Fin 3) ℂ ∧ orbitalSwap ∈ unitaryGroup (Fin 2) ℂ ∧
      bandSwap * pairA = pairA * orbitalSwap := by
  refine ⟨?_, ⟨?_, ?_⟩, ?_, ?_, ?_⟩
  · intro v w h
    have h0 := congrFun h 0
    have h1 := congrFun h 1
    simp [pairA, Matrix.mulVec, dotProduct, Fin.sum_univ_succ] at h0 h1
    ext i
    fin_cases i
    · exact h0
    · exact h1
  · -- the root is the identity plus a Gram matrix
    have e : pairS = 1 + (!![1, 1] : Matrix (Fin 1) (Fin 2) ℂ)ᴴ *
        (!![1, 1] : Matrix (Fin 1) (Fin 2) ℂ) := by
      ext i j
      fin_cases i <;> fin_cases j <;> norm_num [pairS, Matrix.mul_apply]
    rw [e]
    exact Matrix.PosSemidef.one.add (Matrix.posSemidef_conjTranspose_mul_self _)
  · have h2 : (starRingEnd ℂ) 2 = 2 := Complex.ext (by simp) (by simp)
    ext i j
    fin_cases i <;> fin_cases j <;>
      norm_num [pairS, pairA, Matrix.mul_apply, Fin.sum_univ_succ] <;>
      linear_combination (-2) * h2
  · rw [Matrix.mem_unitaryGroup_iff]
    ext i j
    fin_cases i <;> fin_cases j <;>
      simp [bandSwap, Matrix.mul_apply, Fin.sum_univ_succ, Matrix.star_apply]
  · rw [Matrix.mem_unitaryGroup_iff]
    ext i j
    fin_cases i <;> fin_cases j <;>
      simp [orbitalSwap, Matrix.mul_apply, Fin.sum_univ_succ, Matrix.star_apply]
  · ext i j
    fin_cases i <;> fin_cases j <;>
      simp [bandSwap, orbitalSwap, pairA, Matrix.mul_apply, Fin.sum_univ_succ]

end

end SymmetricWannierProjection
```

```lean
#print axioms SymmetricWannierProjection.wannier_symmetric
#print axioms SymmetricWannierProjection.wannier_antiunitary
#print axioms SymmetricWannierProjection.wannier_hamiltonian_covariant
```

```
'SymmetricWannierProjection.wannier_symmetric' depends on axioms: [propext, Classical.choice, Quot.sound]
'SymmetricWannierProjection.wannier_antiunitary' depends on axioms: [propext, Classical.choice, Quot.sound]
'SymmetricWannierProjection.wannier_hamiltonian_covariant' depends on axioms: [propext, Classical.choice, Quot.sound]
```
